# Zero-field parallel susceptibility of an anisotropic spin-1/2 dimer

Two spins 1/2 with exchange couplings \(K\) (transverse) and \(J\) (longitudinal) sit in a field along \(z\):

\[
H(B)=K(S_{1x}S_{2x}+S_{1y}S_{2y})+J\,S_{1z}S_{2z}-B(S_{1z}+S_{2z}).
\]

How strongly does a weak field polarise the pair at inverse temperature \(\beta=1/k_BT\)? Here \(\hbar=1\), positive \(J\) favours antiparallel spins, and \(B\) is a Zeeman energy, with the g-factor and Bohr magneton absorbed.

```lean
import Mathlib

open Matrix
open scoped Kronecker

namespace AnisotropicDimer

noncomputable section

/-- Operators on the state space of two spins 1/2; index 0 is up and index 1 is down. -/
abbrev Op := Matrix (Fin 2 × Fin 2) (Fin 2 × Fin 2) ℂ
```

An `Op` is a 4×4 complex matrix whose rows and columns are labelled by pairs of spin states. We write u for up (index 0) and d for down (index 1).

```lean
/-- The x component of a spin 1/2. -/
def Sx : Matrix (Fin 2) (Fin 2) ℂ := !![0, 1/2; 1/2, 0]

/-- The y component of a spin 1/2. -/
def Sy : Matrix (Fin 2) (Fin 2) ℂ := !![0, -(Complex.I/2); Complex.I/2, 0]

/-- The z component of a spin 1/2. -/
def Sz : Matrix (Fin 2) (Fin 2) ℂ := !![1/2, 0; 0, -(1/2)]
```

These are the Pauli matrices divided by two.

```lean
/-- The z component of the total spin of the dimer. -/
def totalSz : Op := Sz ⊗ₖ 1 + 1 ⊗ₖ Sz
```

The symbol `⊗ₖ` is the Kronecker product, so this is \(S_z=S_{1z}+S_{2z}\).

```lean
/-- The dimer with transverse exchange `K`, longitudinal exchange `J` and a field `B` along z. -/
def hamiltonian (K J B : ℝ) : Op :=
  (K : ℂ) • (Sx ⊗ₖ Sx + Sy ⊗ₖ Sy) + (J : ℂ) • (Sz ⊗ₖ Sz) - (B : ℂ) • totalSz
```

This is \(H(B)\) as above; `•` multiplies a matrix by a scalar.

```lean
/-- The Gibbs mean of `A` at inverse temperature `β`, for a nonzero partition function. -/
def gibbsMean (β : ℝ) (H A : Op) : ℂ :=
  trace (A * NormedSpace.exp (-(β : ℂ) • H)) / trace (NormedSpace.exp (-(β : ℂ) • H))
```

The Gibbs mean is \(\langle A\rangle=\mathrm{tr}(Ae^{-\beta H})/\mathrm{tr}\,e^{-\beta H}\), with the full matrix exponential.

```lean
/-- The thermal magnetization of the dimer: the Gibbs mean of total Sz in the field `B`. -/
def magnetization (β K J B : ℝ) : ℂ := gibbsMean β (hamiltonian K J B) totalSz
```

The name `magnetization` stands for \(M(B)=\langle S_z\rangle\), the dimensionless mean spin of one dimer. Its type is complex; its reality is proved below.

## Four states that diagonalise the dimer

```lean
/-- The columns are the unnormalized states uu, ud + du, ud - du and dd. -/
def modes : Op := fun p q =>
  (!![!![1, 0; 0, 0], !![0, 1; 1, 0]; !![0, 1; -1, 0], !![0, 0; 0, 1]] :
    Matrix (Fin 2) (Fin 2) (Matrix (Fin 2) (Fin 2) ℂ)) q.1 q.2 p.1 p.2
```

The columns form a matrix \(P\). The two middle states become normalised as \((ud\pm du)/\sqrt2\).

```lean
/-- The rows are the dual basis of the states in `modes`. -/
def dualModes : Op := fun q p =>
  (!![!![1, 0; 0, 0], !![0, 1/2; 1/2, 0]; !![0, 1/2; -(1/2), 0], !![0, 0; 0, 1]] :
    Matrix (Fin 2) (Fin 2) (Matrix (Fin 2) (Fin 2) ℂ)) q.1 q.2 p.1 p.2
```

The factors 1/2 compensate for the missing normalisation, making this matrix \(P^{-1}\).

```lean
/-- The energies assigned to uu, ud + du, ud - du and dd, in this order. -/
def level (K J B : ℝ) (p : Fin 2 × Fin 2) : ℝ :=
  !![J/4 - B, K/2 - J/4; -K/2 - J/4, J/4 + B] p.1 p.2
```

The energies are \(J/4-B\), \(K/2-J/4\), \(-K/2-J/4\) and \(J/4+B\).

```lean
lemma modes_mul_dual : modes * dualModes = 1 := by
  ext ⟨i, j⟩ ⟨k, l⟩
  rw [Matrix.mul_apply]
  fin_cases i <;> fin_cases j <;> fin_cases k <;> fin_cases l <;>
    norm_num [modes, dualModes, Fintype.sum_prod_type, Fin.sum_univ_two, Matrix.one_apply]
```

This checks \(PP^{-1}=1\) entry by entry.

```lean
/-- The states uu, ud + du, ud - du and dd diagonalize the dimer Hamiltonian, with the energies
`level`. -/
theorem hamiltonian_diagonalized (K J B : ℝ) :
    hamiltonian K J B = modes * diagonal (fun p => (level K J B p : ℂ)) * dualModes := by
  have hI : Complex.I / 2 * (Complex.I / 2) = -(1/4) := by
    linear_combination (1/4 : ℂ) * Complex.I_sq
  ext ⟨i, j⟩ ⟨k, l⟩
  rw [Matrix.mul_apply]
  simp only [Matrix.mul_diagonal, Fintype.sum_prod_type, Fin.sum_univ_two]
  fin_cases i <;> fin_cases j <;> fin_cases k <;> fin_cases l <;>
    norm_num [hamiltonian, totalSz, Sx, Sy, Sz, modes, dualModes, level, hI,
      Matrix.one_apply] <;> ring
```

By hand, the transverse term annihilates uu and dd and exchanges ud with du with amplitude \(K/2\), so \(ud\pm du\) acquire \(\pm K/2\). The longitudinal term gives \(J/4\) to parallel and \(-J/4\) to antiparallel spins; the field gives \(\mp B\) to uu and dd. Lean compares all sixteen entries of \(H=PEP^{-1}\), where \(E\) is the diagonal matrix of energies.

```lean
lemma totalSz_modes :
    totalSz * modes = modes * diagonal (fun p => (!![1, 0; 0, -1] : Matrix _ _ ℂ) p.1 p.2) := by
  ext ⟨i, j⟩ ⟨k, l⟩
  rw [Matrix.mul_apply, Matrix.mul_diagonal]
  fin_cases i <;> fin_cases j <;> fin_cases k <;> fin_cases l <;>
    norm_num [totalSz, Sz, modes, Fintype.sum_prod_type, Fin.sum_univ_two, Matrix.one_apply]
```

Total \(S_z\) has eigenvalues \(1,0,0,-1\) on the same states.

## From the exponential to the magnetization

```lean
/-- The Boltzmann operator is diagonal in the same states, with weights exp(-β E). -/
theorem boltzmann_diagonalized (β K J B : ℝ) :
    NormedSpace.exp (-(β : ℂ) • hamiltonian K J B) =
      modes * diagonal (fun p => (Real.exp (-β * level K J B p) : ℂ)) * dualModes := by
  have hs : diagonal (fun p => ((-β * level K J B p : ℝ) : ℂ)) =
      -(β : ℂ) • diagonal (fun p => (level K J B p : ℂ)) := by
    ext p q
    by_cases h : p = q <;> simp [h]
  have hE : NormedSpace.exp (diagonal (fun p => ((-β * level K J B p : ℝ) : ℂ))) =
      diagonal (fun p => (Real.exp (-β * level K J B p) : ℂ)) := by
    rw [Matrix.exp_diagonal]
    congr 1
    funext p
    rw [Pi.coe_exp, ← Complex.exp_eq_exp_ℂ, Complex.ofReal_exp]
  -- the exponential commutes with the change of basis
  have h : NormedSpace.exp (modes * diagonal (fun p => ((-β * level K J B p : ℝ) : ℂ)) *
      dualModes) = modes * NormedSpace.exp (diagonal
        (fun p => ((-β * level K J B p : ℝ) : ℂ))) * dualModes :=
    Matrix.exp_units_conj
      (⟨modes, dualModes, modes_mul_dual, mul_eq_one_comm.mp modes_mul_dual⟩ : Opˣ) _
  rw [hE, hs, Matrix.mul_smul, Matrix.smul_mul, ← hamiltonian_diagonalized] at h
  exact h
```

Since \((PDP^{-1})^n=PD^nP^{-1}\), the exponential series gives \(e^{-\beta H}=Pe^{-\beta E}P^{-1}\). Mathlib's `Matrix.exp_units_conj` supplies this step. It takes an invertible matrix as a "unit": the matrix, its inverse, and proofs that the product is 1 in both orders. The angle brackets `⟨modes, dualModes, …⟩` assemble that package, with `mul_eq_one_comm` providing the second order.

```lean
/-- The thermal trace of an observable with eigenvalues `a`, `b`, `c`, `d` on the states
uu, ud + du, ud - du, dd. -/
theorem thermal_trace (β K J B : ℝ) {A : Op} {a b c d : ℂ}
    (hA : A * modes = modes * diagonal (fun p => !![a, b; c, d] p.1 p.2)) :
    trace (A * NormedSpace.exp (-(β : ℂ) • hamiltonian K J B)) =
      Real.exp (-β*J/4) * (a * Real.exp (β*B) + d * Real.exp (-(β*B))) +
      Real.exp (β*J/4) * (b * Real.exp (-(β*K/2)) + c * Real.exp (β*K/2)) := by
  have e1 : Real.exp (-β * level K J B (0, 0)) = Real.exp (-β*J/4) * Real.exp (β*B) := by
    rw [← Real.exp_add]; congr 1; change -β * (J/4 - B) = _; ring
  have e2 : Real.exp (-β * level K J B (0, 1)) = Real.exp (β*J/4) * Real.exp (-(β*K/2)) := by
    rw [← Real.exp_add]; congr 1; change -β * (K/2 - J/4) = _; ring
  have e3 : Real.exp (-β * level K J B (1, 0)) = Real.exp (β*J/4) * Real.exp (β*K/2) := by
    rw [← Real.exp_add]; congr 1; change -β * (-K/2 - J/4) = _; ring
  have e4 : Real.exp (-β * level K J B (1, 1)) = Real.exp (-β*J/4) * Real.exp (-(β*B)) := by
    rw [← Real.exp_add]; congr 1; change -β * (J/4 + B) = _; ring
  -- cyclicity of the trace removes the change of basis
  rw [boltzmann_diagonalized, ← Matrix.mul_assoc, ← Matrix.mul_assoc, hA,
    Matrix.mul_assoc modes, Matrix.diagonal_mul_diagonal, Matrix.trace_mul_comm,
    ← Matrix.mul_assoc, mul_eq_one_comm.mp modes_mul_dual, Matrix.one_mul,
    Matrix.trace_diagonal]
  simp only [Fintype.sum_prod_type, Fin.sum_univ_two]
  change a * _ + b * _ + (c * _ + d * _) = _
  rw [e1, e2, e3, e4]
  push_cast
  ring
```

If \(A\) has eigenvalues \(a,b,c,d\) on the four states, cyclicity of the trace removes \(P\) and leaves the eigenvalues weighted by Boltzmann factors. The facts `e1` to `e4` factor those weights.

```lean
/-- The partition function of the anisotropic dimer in a field along z. -/
theorem partition_function (β K J B : ℝ) :
    trace (NormedSpace.exp (-(β : ℂ) • hamiltonian K J B)) =
      ((2 * Real.exp (-β*J/4) *
        (Real.cosh (β*B) + Real.exp (β*J/2) * Real.cosh (β*K/2)) : ℝ) : ℂ) := by
  have h1 : (1 : Op) * modes =
      modes * diagonal (fun p => (!![1, 1; 1, 1] : Matrix _ _ ℂ) p.1 p.2) := by
    ext p ⟨k, l⟩
    rw [Matrix.one_mul, Matrix.mul_diagonal]
    fin_cases k <;> fin_cases l <;> simp
  have h := thermal_trace β K J B h1
  have hx : Real.exp (β*J/4) = Real.exp (-β*J/4) * Real.exp (β*J/2) := by
    rw [← Real.exp_add]; congr 1; ring
  rw [Matrix.one_mul, hx] at h
  rw [h, Real.cosh_eq (β*B), Real.cosh_eq (β*K/2)]
  push_cast
  ring
```

Take \(A=1\) and set \(r=e^{\beta J/2}\cosh(\beta K/2)>0\). Then

\[
Z=2e^{-\beta J/4}\,(\cosh\beta B+r),
\]

which is never zero.

```lean
/-- The magnetization of the anisotropic dimer at every field along z. -/
theorem magnetization_eq (β K J B : ℝ) :
    magnetization β K J B = ((Real.sinh (β*B) /
      (Real.cosh (β*B) + Real.exp (β*J/2) * Real.cosh (β*K/2)) : ℝ) : ℂ) := by
  have hN : trace (totalSz * NormedSpace.exp (-(β : ℂ) • hamiltonian K J B)) =
      ((2 * Real.exp (-β*J/4) * Real.sinh (β*B) : ℝ) : ℂ) := by
    rw [thermal_trace β K J B totalSz_modes, Real.sinh_eq]
    push_cast
    ring
  rw [magnetization, gibbsMean, hN, partition_function, ← Complex.ofReal_div,
    mul_div_mul_left _ _ (mul_ne_zero two_ne_zero (Real.exp_pos _).ne')]
```

With eigenvalues \(1,0,0,-1\) the numerator is \(2e^{-\beta J/4}\sinh\beta B\), so

\[
M(B)=\frac{\sinh\beta B}{\cosh\beta B+r}.
\]

The right-hand side in Lean is a real number regarded as complex.

## The response to the field

```lean
/-- The differential parallel susceptibility at an arbitrary field `B` along z. -/
theorem susceptibility_in_field (β K J B : ℝ) :
    HasDerivAt (magnetization β K J)
      ((β * (1 + Real.exp (β*J/2) * Real.cosh (β*K/2) * Real.cosh (β*B)) /
        (Real.cosh (β*B) + Real.exp (β*J/2) * Real.cosh (β*K/2)) ^ 2 : ℝ) : ℂ) B := by
  have hc := mul_pos (Real.exp_pos (β*J/2)) (Real.cosh_pos (β*K/2))
  have hlin : HasDerivAt (fun x : ℝ => β * x) β B := by
    simpa using (hasDerivAt_id B).const_mul β
  have h := hlin.sinh.fun_div
    (hlin.cosh.add_const (Real.exp (β*J/2) * Real.cosh (β*K/2)))
    (add_pos (Real.cosh_pos _) hc).ne'
  rw [funext (magnetization_eq β K J)]
  refine (h.congr_deriv ?_).ofReal_comp
  congr 1
  linear_combination β * Real.cosh_sq (β*B)
```

`HasDerivAt f f' x` says that \(f\) is differentiable at \(x\) with derivative \(f'\). The quotient rule and \(\cosh^2-\sinh^2=1\) give

\[
M'(B)=\beta\,\frac{\cosh\beta B(\cosh\beta B+r)-\sinh^2\beta B}{(\cosh\beta B+r)^2}
=\beta\,\frac{1+r\cosh\beta B}{(\cosh\beta B+r)^2}.
\]

```lean
/-- The zero-field parallel susceptibility of the anisotropic dimer is
β / (1 + exp(βJ/2) cosh(βK/2)). -/
theorem parallel_susceptibility (β K J : ℝ) :
    HasDerivAt (magnetization β K J)
      ((β / (1 + Real.exp (β*J/2) * Real.cosh (β*K/2)) : ℝ) : ℂ) 0 := by
  have hp := add_pos one_pos (mul_pos (Real.exp_pos (β*J/2)) (Real.cosh_pos (β*K/2)))
  refine (susceptibility_in_field β K J 0).congr_deriv ?_
  congr 1
  rw [mul_zero, Real.cosh_zero, mul_one, div_eq_div_iff (pow_ne_zero 2 hp.ne') hp.ne']
  ring
```

At \(B=0\) one factor \(1+r\) cancels:

\[
M'(0)=\frac{\beta}{1+e^{\beta J/2}\cosh(\beta K/2)}.
\]

This holds for every real \(\beta\). For an isolated two-spin dimer, it provides a reference value for finite-temperature exact diagonalisation. As a model of a magnetic material it leaves out the coupling between dimers, and \(M'(0)\) must be multiplied by \((g\mu_B)^2\) to give the change of the magnetic moment per dimer and per unit of magnetic field.

```lean
/-- The zero-field parallel susceptibility equals β times the thermal mean of the square of
total Sz at zero field. -/
theorem susceptibility_eq_fluctuation (β K J : ℝ) :
    HasDerivAt (magnetization β K J)
      (β * gibbsMean β (hamiltonian K J 0) (totalSz * totalSz)) 0 := by
  have hA : totalSz * totalSz * modes =
      modes * diagonal (fun p => (!![1, 0; 0, 1] : Matrix _ _ ℂ) p.1 p.2) := by
    rw [Matrix.mul_assoc, totalSz_modes, ← Matrix.mul_assoc, totalSz_modes, Matrix.mul_assoc,
      Matrix.diagonal_mul_diagonal]
    congr 2
    funext ⟨i, j⟩
    fin_cases i <;> fin_cases j <;> simp
  have hN : trace (totalSz * totalSz * NormedSpace.exp (-(β : ℂ) • hamiltonian K J 0)) =
      ((2 * Real.exp (-β*J/4) * 1 : ℝ) : ℂ) := by
    rw [thermal_trace β K J 0 hA, mul_zero, neg_zero, Real.exp_zero]
    push_cast
    ring
  refine (parallel_susceptibility β K J).congr_deriv ?_
  rw [gibbsMean, hN, partition_function, ← Complex.ofReal_div,
    mul_div_mul_left _ _ (mul_ne_zero two_ne_zero (Real.exp_pos _).ne'),
    ← Complex.ofReal_mul, mul_zero, Real.cosh_zero, mul_one_div]
```

The eigenvalues of \(S_z^2\) are \(1,0,0,1\), so at zero field \(\langle S_z^2\rangle=2e^{-\beta J/4}/Z=1/(1+r)\), and \(M'(0)=\beta\langle S_z^2\rangle\). The same trace formula with eigenvalues \(\tfrac14,-\tfrac14,-\tfrac14,\tfrac14\) would give the neighbouring result \(\langle S_{1z}S_{2z}\rangle=(1-r)/(4(1+r))\) at zero field, which is derived here only in prose.

```lean
/-- At positive temperature a nonzero transverse exchange of either sign makes the zero-field
parallel susceptibility `χ` smaller than the value `χ₀` of the Ising dimer with the same `J`. -/
theorem transverse_exchange_lowers_susceptibility {β K J χ χ₀ : ℝ} (hβ : 0 < β) (hK : K ≠ 0)
    (h : HasDerivAt (magnetization β K J) (χ : ℂ) 0)
    (h₀ : HasDerivAt (magnetization β 0 J) (χ₀ : ℂ) 0) : χ < χ₀ := by
  have e := Complex.ofReal_injective (h.unique (parallel_susceptibility β K J))
  have e₀ := Complex.ofReal_injective (h₀.unique (parallel_susceptibility β 0 J))
  rw [mul_zero, zero_div, Real.cosh_zero, mul_one] at e₀
  have hcosh : 1 < Real.cosh (β*K/2) :=
    Real.one_lt_cosh.mpr (div_ne_zero (mul_ne_zero hβ.ne' hK) two_ne_zero)
  have hx := Real.exp_pos (β*J/2)
  rw [e, e₀]
  exact div_lt_div_of_pos_left hβ (by linarith) (by nlinarith)

end

end AnisotropicDimer
```

Here \(\chi\) and \(\chi_0\) are the zero-field derivatives with and without transverse exchange. Uniqueness of derivatives identifies them with the formula above. For \(\beta>0\) and \(K\ne0\), \(\cosh(\beta K/2)>1\) enlarges the denominator, hence \(\chi<\chi_0\). Physically, splitting the two antiparallel states raises their combined Boltzmann weight, and neither carries any \(S_z\).

```lean
#print axioms AnisotropicDimer.parallel_susceptibility
-- 'AnisotropicDimer.parallel_susceptibility' depends on axioms: [propext, Classical.choice, Quot.sound]
#print axioms AnisotropicDimer.susceptibility_eq_fluctuation
-- 'AnisotropicDimer.susceptibility_eq_fluctuation' depends on axioms: [propext, Classical.choice, Quot.sound]
#print axioms AnisotropicDimer.transverse_exchange_lowers_susceptibility
-- 'AnisotropicDimer.transverse_exchange_lowers_susceptibility' depends on axioms: [propext, Classical.choice, Quot.sound]
```
